# At large reduced gradient, the logarithmic approximation to the B88 gradient term is too large by about 1/(36β (ln 2x)²)

For a spin density ρσ, the reduced gradient is

x = |∇ρσ| / ρσ^(4/3).

In Hartree atomic units, which are used throughout, the Becke 88 (B88) exchange functional adds to the local exchange energy density the term −ρσ^(4/3) G(x), where

G(x) = βx² / (1 + 6βx arsinh x).

The constant β > 0 is an empirical parameter, fitted to exchange energies of atoms, and it sets the strength of the gradient correction at small x. The variable x is not the reduced gradient s used in many other functionals, although the two are proportional when formed from the same density. All logarithms are natural.

In the tail of an atom or molecule the density decays and x becomes large. There 6βx arsinh x dominates the 1 in the denominator, and arsinh x is close to ln 2x, which suggests the approximation

L(x) = x / (6 ln 2x).

It no longer contains β. The question is how far L is from G, and where β reappears.

## The sign and size of the error

For β > 0 the claim has two parts:

G(x) < L(x) for every x > 1/2,

(ln 2x)² (L(x) − G(x)) → 1/(36β) as x → ∞.

Write A = arsinh x and ℓ = ln 2x. The condition x > 1/2 makes ℓ positive.

First compare A with ℓ for x > 0. Since A = ln(x + √(1 + x²)) and √(1 + x²) > x, we have A > ℓ. For an upper bound, note that

(x + 1/(2x))² = x² + 1 + 1/(4x²) ≥ 1 + x²,

so √(1 + x²) ≤ x + 1/(2x). With ln t ≤ t − 1 this gives

A − ℓ = ln((x + √(1 + x²))/(2x)) ≤ (2x + 1/(2x))/(2x) − 1 = 1/(4x²).

Next put the difference over a common denominator:

L − G = [x(1 + 6βxA) − 6βx²ℓ] / [6ℓ(1 + 6βxA)]

= x[1 + 6βx(A − ℓ)] / [6ℓ(1 + 6βxA)].

For x > 1/2 every factor is positive, which proves the inequality.

The same formula bounds the error at finite x. In the numerator, 6βx(A − ℓ) ≤ 3β/(2x). In the denominator, 1 + 6βxA > 6βxℓ. Hence

L − G < (1 + 3β/(2x)) / (36βℓ²).

For the limit, set u = x(A − ℓ) and v = 1/(xℓ). Both tend to zero, because 0 < u ≤ 1/(4x) and xℓ → ∞. Since uv = (A − ℓ)/ℓ, we have A/ℓ = 1 + uv, and therefore

(1 + 6βxA)/(xℓ) = v + 6β(1 + uv).

Multiplying the error formula by ℓ² and dividing numerator and denominator by xℓ gives

ℓ²(L − G) = (1 + 6βu) / (6[v + 6β(1 + uv)]) → 1/(36β).

Two consequences follow. Dividing by ℓ² → ∞ shows that L − G → 0. For two parameters β₁ and β₂ the common L cancels:

ℓ²(G₂ − G₁) = ℓ²(L − G₁) − ℓ²(L − G₂) → 1/(36β₁) − 1/(36β₂).

For electronic-structure work this means that, pointwise in x and before any integration over a density, refitting β changes the large-gradient term only at order 1/(ln 2x)². In an exponentially decaying tail, the β-free part L gives the energy density −ρσ/(2r) to leading order, where r is the distance from the centre.

## The edge at x = 1/2 and an approximation that keeps arsinh

As x decreases to 1/2, ln 2x tends to zero and L diverges while G stays finite, so the error is unbounded near this edge. For 0 < x < 1/2, L is negative and G positive, and the inequality fails. The limit needs β ≠ 0: at β = 0 the term G vanishes and the scaled error grows like x ln(2x)/6.

The approximation could also have been modelled as x/(6 arsinh x). Its error is x/(6A(1 + 6βxA)), which is positive for all x > 0, so the restriction to x > 1/2 would disappear from the inequality. The scaled limit would still be 1/(36β), but the logarithm in the approximation would have the argument x + √(1 + x²) in place of the simpler 2x.

## The two functions in Lean

```lean
import Mathlib

open Filter Topology

namespace B88LargeGradient

noncomputable section
```

The gradient term is a function of two real numbers, with the parameter first.

```lean
/-- The B88 gradient term `β x² / (1 + 6 β x arsinh x)` as a function of the reduced
spin-density gradient `x`, for a parameter `β ≥ 0`. -/
def b88Term (β x : ℝ) : ℝ := β * x ^ 2 / (1 + 6 * β * x * Real.arsinh x)
```

`b88Term β x` is G(x), without the prefactor −ρσ^(4/3) and without the local exchange energy. The definition accepts any real β; positivity enters as a hypothesis of the theorems.

```lean
/-- The logarithmic large-gradient approximation `x / (6 ln (2x))`, for `x > 1/2`. -/
def logApprox (x : ℝ) : ℝ := x / (6 * Real.log (2 * x))
```

`logApprox x` is L(x), and `Real.log` is the natural logarithm. In both definitions x is a free real variable. To obtain the gradient contribution to the exchange energy, one inserts the reduced gradient of each spin density into G, multiplies by −ρσ^(4/3), integrates over space and sums over the two spins; the theorems below say nothing about that integral or about the exchange potential.

## Bounds on arsinh x − ln 2x

```lean
/-- For a positive reduced gradient, `ln (2x)` lies strictly below `arsinh x`. -/
theorem log_lt_arsinh {x : ℝ} (hx : 0 < x) : Real.log (2 * x) < Real.arsinh x := by
  have hs : x < √(1 + x ^ 2) := Real.lt_sqrt_of_sq_lt (by linarith)
  rw [Real.arsinh]
  exact Real.log_lt_log (by positivity) (by linarith)
```

This is A > ℓ for x > 0. Rewriting with `Real.arsinh` exposes the logarithmic form, and monotonicity of the logarithm reduces the claim to x < √(1 + x²).

```lean
/-- For a positive reduced gradient, `arsinh x` exceeds `ln (2x)` by at most `1/(4x²)`. -/
theorem arsinh_sub_log_le {x : ℝ} (hx : 0 < x) :
    Real.arsinh x - Real.log (2 * x) ≤ 1 / (4 * x ^ 2) := by
  -- the square root is at most its first-order expansion at large `x`
  have hs : √(1 + x ^ 2) ≤ x + 1 / (2 * x) := by
    refine Real.sqrt_le_iff.mpr ⟨by positivity, ?_⟩
    have e : x * (1 / (2 * x)) = 1 / 2 := by field_simp
    nlinarith [sq_nonneg (1 / (2 * x))]
  have hpos : 0 < x + √(1 + x ^ 2) := by positivity
  rw [Real.arsinh, ← Real.log_div hpos.ne' (by positivity)]
  calc Real.log ((x + √(1 + x ^ 2)) / (2 * x))
      ≤ (x + √(1 + x ^ 2)) / (2 * x) - 1 := Real.log_le_sub_one_of_pos (by positivity)
    _ ≤ (x + (x + 1 / (2 * x))) / (2 * x) - 1 := by gcongr
    _ = 1 / (4 * x ^ 2) := by
      field_simp
      ring
```

This is A − ℓ ≤ 1/(4x²). The inner statement `hs` is the bound on the square root, obtained by squaring. The two logarithms are then combined into the logarithm of a quotient, and the three lines of the `calc` block apply ln t ≤ t − 1, insert `hs`, and simplify.

## The error at finite gradient

```lean
/-- Exact error of the logarithmic approximation to the B88 term, for `β > 0` and
`x > 1/2`. -/
theorem error_formula {β x : ℝ} (hβ : 0 < β) (hx : 1 / 2 < x) :
    logApprox x - b88Term β x =
      x * (1 + 6 * β * x * (Real.arsinh x - Real.log (2 * x))) /
        (6 * Real.log (2 * x) * (1 + 6 * β * x * Real.arsinh x)) := by
  have hx0 : 0 < x := by linarith
  have hl : 0 < Real.log (2 * x) := Real.log_pos (by linarith)
  have hA : 0 < Real.arsinh x := hl.trans (log_lt_arsinh hx0)
  have hD : 0 < 1 + 6 * β * x * Real.arsinh x := by positivity
  unfold logApprox b88Term
  rw [div_sub_div _ _ (by positivity) hD.ne']
  congr 1
  ring
```

The theorem states the common-denominator formula as an equality for β > 0 and x > 1/2. The preliminary lines establish that ℓ, A and 1 + 6βxA are positive, so that neither denominator vanishes. `div_sub_div` combines the fractions, and `ring` checks the numerator.

```lean
/-- For `β > 0` and `x > 1/2`, the logarithmic approximation exceeds the B88 term. -/
theorem b88Term_lt_logApprox {β x : ℝ} (hβ : 0 < β) (hx : 1 / 2 < x) :
    b88Term β x < logApprox x := by
  have hx0 : 0 < x := by linarith
  have hl : 0 < Real.log (2 * x) := Real.log_pos (by linarith)
  have hd : 0 < Real.arsinh x - Real.log (2 * x) := sub_pos.mpr (log_lt_arsinh hx0)
  have hA : 0 < Real.arsinh x := by linarith
  rw [← sub_pos, error_formula hβ hx]
  positivity
```

This is the first half of the claim. The inequality is turned into positivity of L − G, the exact formula is substituted, and `positivity` reads off the sign from the positive factors, including A − ℓ, supplied as `hd`.

```lean
/-- Error bound at finite gradient: for `β > 0` and `x > 1/2`, the approximation overshoots
the B88 term by less than `(1 + 3β/(2x)) / (36 β (ln 2x)²)`. -/
theorem error_lt {β x : ℝ} (hβ : 0 < β) (hx : 1 / 2 < x) :
    logApprox x - b88Term β x <
      (1 + 3 * β / (2 * x)) / (36 * β * Real.log (2 * x) ^ 2) := by
  have hx0 : 0 < x := by linarith
  have hl : 0 < Real.log (2 * x) := Real.log_pos (by linarith)
  have hlt := log_lt_arsinh hx0
  have hA : 0 < Real.arsinh x := hl.trans hlt
  have hN : 6 * β * x * (Real.arsinh x - Real.log (2 * x)) ≤ 3 * β / (2 * x) := by
    calc 6 * β * x * (Real.arsinh x - Real.log (2 * x))
        ≤ 6 * β * x * (1 / (4 * x ^ 2)) :=
          mul_le_mul_of_nonneg_left (arsinh_sub_log_le hx0) (by positivity)
      _ = 3 * β / (2 * x) := by
        field_simp
        ring
  have hD : 6 * β * x * Real.log (2 * x) < 1 + 6 * β * x * Real.arsinh x := by
    have := mul_lt_mul_of_pos_left hlt (show 0 < 6 * β * x by positivity)
    linarith
  rw [error_formula hβ hx]
  -- enlarge the numerator, then shrink the denominator
  calc x * (1 + 6 * β * x * (Real.arsinh x - Real.log (2 * x))) /
        (6 * Real.log (2 * x) * (1 + 6 * β * x * Real.arsinh x))
      ≤ x * (1 + 3 * β / (2 * x)) /
        (6 * Real.log (2 * x) * (1 + 6 * β * x * Real.arsinh x)) := by gcongr
    _ < x * (1 + 3 * β / (2 * x)) /
        (6 * Real.log (2 * x) * (6 * β * x * Real.log (2 * x))) := by gcongr
    _ = (1 + 3 * β / (2 * x)) / (36 * β * Real.log (2 * x) ^ 2) := by
      rw [div_eq_div_iff (by positivity) (by positivity)]
      ring
```

This is the explicit bound. `hN` estimates the correction in the numerator by 3β/(2x), and `hD` is the strict inequality 6βxℓ < 1 + 6βxA. The final `calc` block enlarges the numerator, shrinks the denominator and cancels x. The inequality in the conclusion is strict because `hD` is.

## The limit of the scaled error

```lean
/-- `ln (2x)` grows without bound as the reduced gradient does. -/
theorem tendsto_log_two_mul : Tendsto (fun x : ℝ => Real.log (2 * x)) atTop atTop :=
  Real.tendsto_log_atTop.comp (tendsto_id.const_mul_atTop two_pos)
```

The expression `Tendsto f atTop atTop` says that f(x) → ∞ as x → ∞. Here it is applied to ln 2x.

```lean
/-- Large-gradient error of B88: for `β > 0` the logarithmic approximation lies above the
B88 term at every `x > 1/2`, and `(ln 2x)²` times the difference tends to `1/(36β)`. -/
theorem large_gradient_error {β : ℝ} (hβ : 0 < β) :
    (∀ x : ℝ, 1 / 2 < x → b88Term β x < logApprox x) ∧
    Tendsto (fun x : ℝ => Real.log (2 * x) ^ 2 * (logApprox x - b88Term β x))
      atTop (𝓝 (1 / (36 * β))) := by
  refine ⟨fun x hx => b88Term_lt_logApprox hβ hx, ?_⟩
  -- the two small quantities that control the error
  have hv : Tendsto (fun x : ℝ => (x * Real.log (2 * x))⁻¹) atTop (𝓝 0) :=
    tendsto_inv_atTop_zero.comp (tendsto_id.atTop_mul_atTop₀ tendsto_log_two_mul)
  have hu : Tendsto (fun x : ℝ => x * (Real.arsinh x - Real.log (2 * x))) atTop (𝓝 0) := by
    have hg : Tendsto (fun x : ℝ => 1 / 4 * x⁻¹) atTop (𝓝 0) := by
      have h := (tendsto_inv_atTop_zero (𝕜 := ℝ)).const_mul (1 / 4 : ℝ)
      rwa [mul_zero] at h
    refine squeeze_zero' ?_ ?_ hg
    · filter_upwards [eventually_gt_atTop (0 : ℝ)] with x hx
      exact mul_nonneg hx.le (sub_pos.mpr (log_lt_arsinh hx)).le
    · filter_upwards [eventually_gt_atTop (0 : ℝ)] with x hx
      calc x * (Real.arsinh x - Real.log (2 * x)) ≤ x * (1 / (4 * x ^ 2)) :=
            mul_le_mul_of_nonneg_left (arsinh_sub_log_le hx) hx.le
        _ = 1 / 4 * x⁻¹ := by field_simp
  have h : Tendsto (fun x : ℝ =>
      (1 + 6 * β * (x * (Real.arsinh x - Real.log (2 * x)))) /
        (6 * ((x * Real.log (2 * x))⁻¹ + 6 * β *
          (1 + x * (Real.arsinh x - Real.log (2 * x)) * (x * Real.log (2 * x))⁻¹))))
      atTop (𝓝 ((1 + 6 * β * 0) / (6 * (0 + 6 * β * (1 + 0 * 0))))) :=
    ((hu.const_mul (6 * β)).const_add 1).div
      ((hv.add (((hu.mul hv).const_add 1).const_mul (6 * β))).const_mul 6)
      (by simp [hβ.ne'])
  have hlim : (1 + 6 * β * 0) / (6 * (0 + 6 * β * (1 + 0 * 0))) = 1 / (36 * β) := by
    ring
  rw [hlim] at h
  refine h.congr' ?_
  filter_upwards [eventually_gt_atTop (1 / 2 : ℝ)] with x hx
  have hx0 : 0 < x := by linarith
  have hl : 0 < Real.log (2 * x) := Real.log_pos (by linarith)
  have hA : 0 < Real.arsinh x := hl.trans (log_lt_arsinh hx0)
  have hD : 1 + 6 * β * x * Real.arsinh x ≠ 0 := by positivity
  have hxl : x * Real.log (2 * x) ≠ 0 := by positivity
  have hden : (x * Real.log (2 * x))⁻¹ + 6 * β *
      (1 + x * (Real.arsinh x - Real.log (2 * x)) * (x * Real.log (2 * x))⁻¹) =
      (1 + 6 * β * x * Real.arsinh x) / (x * Real.log (2 * x)) := by
    rw [eq_div_iff hxl]
    linear_combination (1 + 6 * β * x * (Real.arsinh x - Real.log (2 * x))) *
      inv_mul_cancel₀ hxl
  rw [error_formula hβ hx, hden]
  field_simp
```

The conclusion joins the two parts of the claim. The first holds at every x > 1/2; in the second, `𝓝 (1 / (36 * β))` denotes the neighbourhoods of the limiting value, so the statement is ordinary convergence as x → ∞.

In the proof, `hv` and `hu` state that v → 0 and u → 0. The second is a squeeze between 0 and 1/(4x), using the two bounds on A − ℓ. The statement `h` assembles the limit of (1 + 6βu)/(6[v + 6β(1 + uv)]) from the rules for sums, products and quotients; the quotient rule requires a nonzero limiting denominator, which β > 0 provides. `hlim` evaluates the result as 1/(36β).

It remains to identify this quotient with the scaled error. `congr'` allows the two functions to differ at small x, so the identity is needed only for x > 1/2. There `hden` is the equation v + 6β(1 + uv) = (1 + 6βxA)/(xℓ), and the exact error formula does the rest.

## Vanishing error and dependence on β

```lean
/-- For `β > 0` the absolute error of the logarithmic approximation vanishes in the limit of
large reduced gradient. -/
theorem error_tendsto_zero {β : ℝ} (hβ : 0 < β) :
    Tendsto (fun x : ℝ => logApprox x - b88Term β x) atTop (𝓝 0) := by
  have hi : Tendsto (fun x : ℝ => (Real.log (2 * x) ^ 2)⁻¹) atTop (𝓝 0) :=
    tendsto_inv_atTop_zero.comp ((tendsto_pow_atTop two_ne_zero).comp tendsto_log_two_mul)
  have h := (large_gradient_error hβ).2.mul hi
  rw [mul_zero] at h
  refine h.congr' ?_
  filter_upwards [eventually_gt_atTop (1 / 2 : ℝ)] with x hx
  have hl : Real.log (2 * x) ≠ 0 := (Real.log_pos (by linarith)).ne'
  field_simp
```

The absolute error tends to zero. The proof multiplies the scaled limit by 1/ℓ² → 0 and cancels ℓ² for x > 1/2, where ℓ is nonzero.

```lean
/-- For two positive parameters, the difference of the B88 terms times `(ln 2x)²` tends to
`1/(36β₁) - 1/(36β₂)` at large reduced gradient. -/
theorem parameter_sensitivity {β₁ β₂ : ℝ} (h₁ : 0 < β₁) (h₂ : 0 < β₂) :
    Tendsto (fun x : ℝ => Real.log (2 * x) ^ 2 * (b88Term β₂ x - b88Term β₁ x))
      atTop (𝓝 (1 / (36 * β₁) - 1 / (36 * β₂))) := by
  -- the common logarithmic approximation cancels
  refine ((large_gradient_error h₁).2.sub (large_gradient_error h₂).2).congr fun x => ?_
  ring

end

end B88LargeGradient
```

For positive β₁ and β₂, the order of subtraction matters: the function contains the term for β₂ minus the term for β₁, and the limit is 1/(36β₁) − 1/(36β₂). It is positive when β₂ > β₁, in agreement with G increasing with β at fixed x > 0. The proof subtracts the two instances of the main limit, and `ring` removes the common `logApprox x`.

```lean
#print axioms B88LargeGradient.error_lt
#print axioms B88LargeGradient.large_gradient_error
#print axioms B88LargeGradient.error_tendsto_zero
#print axioms B88LargeGradient.parameter_sensitivity
```

```
'B88LargeGradient.error_lt' depends on axioms: [propext, Classical.choice, Quot.sound]
'B88LargeGradient.large_gradient_error' depends on axioms: [propext, Classical.choice, Quot.sound]
'B88LargeGradient.error_tendsto_zero' depends on axioms: [propext, Classical.choice, Quot.sound]
'B88LargeGradient.parameter_sensitivity' depends on axioms: [propext, Classical.choice, Quot.sound]
```
